# The intercept of the Warburg line in the Randles circuit

## The circuit and its Nyquist plot

The impedance \(Z\) of an electrode is the ratio of the complex voltage amplitude to the complex current amplitude at angular frequency \(w\), with the time factor \(e^{iwt}\). The letter \(w\) stands for the usual \(\omega\). In this convention a capacitance \(C\) has the admittance \(iwC\).

In the Randles circuit the current first crosses a series resistance \(R_s\), which is mainly that of the electrolyte. It then divides between the double-layer capacitance \(C\) and the faradaic branch, where electrons are transferred to a redox couple. The faradaic branch has the impedance

\[
Z_f(w) = R + \frac{s(1-i)}{\sqrt w}.
\]

Here \(R\) is the charge-transfer resistance, often written \(R_{ct}\), and \(s\) is the Warburg coefficient, often written \(\sigma\). The second term describes diffusion of the redox species to and from a planar electrode through a layer of unlimited thickness. The total impedance is

\[
Z(w) = R_s + \frac{1}{iwC + 1/Z_f(w)}.
\]

A Nyquist plot shows \(X = \operatorname{Re} Z\) horizontally and \(Y = -\operatorname{Im} Z\) vertically. At low frequency the points approach a line of unit slope, the Warburg line. A line of unit slope through \((X, Y)\) meets the real axis at \(X - Y = \operatorname{Re} Z + \operatorname{Im} Z\), so the intercept of the Warburg line is the limit of this sum. For \(C \ge 0\), \(s > 0\) and any real \(R_s\) and \(R\),

\[
\lim_{w \to 0^+} \left(\operatorname{Re} Z + \operatorname{Im} Z\right) = R_s + R - 2s^2C .
\]

The capacitance therefore matters even in the limit of zero frequency. Anyone who takes the intercept for \(R_s + R\) underestimates this sum by \(2s^2C\), and the whole error falls on \(R\) if \(R_s\) is known independently. A program that fits or simulates spectra of this linear circuit can compare its low-frequency output with the limit, provided that the capacitor is ideal and the diffusion layer unbounded.

Applying the limit to a real cell assumes, besides an ideal capacitor, that \(Z_f\) keeps its form down to \(w = 0\). In a cell with a diffusion layer of finite thickness, the spectrum leaves the Warburg line at sufficiently low frequency. If the measured curve has a straight part of nearly unit slope at higher frequencies, extending that part to the real axis gives an estimate of the intercept.

## Expansion in the square root of the frequency

Put \(x = \sqrt w > 0\), \(N = Rx + s(1-i)\) and \(D = 1 + iCxN\). Then \(Z_f = N/x\), and the admittance of the parallel part is

\[
iCx^2 + \frac{x}{N} = \frac{x(1 + iCxN)}{N} = \frac{xD}{N}.
\]

Both divisions are allowed. The imaginary part of \(N\) is \(-s \neq 0\), and

\[
D = (1 + Cxs) + iCx(Rx + s)
\]

has real part at least 1. Hence \(Z - R_s = N/(xD)\). Since \(1/D = 1 - iCxN/D\),

\[
Z - R_s = \frac{N}{x} - \frac{iCN^2}{D} = R + \frac{s(1-i)}{x} - \frac{iCN^2}{D}.
\]

The last term does not vanish as \(x \to 0\). Because \((1-i)^2 = -2i\),

\[
N^2 = -2is^2 + 2Rxs(1-i) + R^2x^2 ,
\]

so \(-iCN^2\) begins with \(-2s^2C\). To separate this constant, add \(2s^2C\) and use the common denominator \(D\):

\[
2s^2C - \frac{iCN^2}{D} = \frac{2s^2C(1 + iCxN) - iCN^2}{D} = x\,M(x),
\]

\[
M(x) = \frac{iC\left[\,2(s^2C - R)\,s(1-i) + R(2s^2C - R)\,x\,\right]}{D}.
\]

This gives an identity that holds at every \(w > 0\):

\[
Z = R_s + R - 2s^2C + \frac{s(1-i)}{\sqrt w} + \sqrt w\, M(\sqrt w).
\]

Its real and imaginary parts are

\[
\operatorname{Re} Z = R_s + R - 2s^2C + \frac{s}{\sqrt w} + \sqrt w \operatorname{Re} M, \qquad
\operatorname{Im} Z = -\frac{s}{\sqrt w} + \sqrt w \operatorname{Im} M .
\]

The divergent terms cancel in the sum. Since \(M\) is continuous at \(x = 0\), where \(D = 1\), the terms with \(\sqrt w\) vanish in the limit, and the intercept follows.

The next order comes from \(M(0) = 2iCs(s^2C - R)(1-i) = 2Cs(s^2C - R)(1+i)\). Adding its real and imaginary parts gives

\[
\frac{\operatorname{Re} Z + \operatorname{Im} Z - (R_s + R - 2s^2C)}{\sqrt w} \;\to\; 4sC(s^2C - R).
\]

This is the initial slope of \(\operatorname{Re} Z + \operatorname{Im} Z\) plotted against \(\sqrt w\).

## The circuit in Lean

```lean
import Mathlib

open Complex Filter Topology

namespace RandlesImpedance

noncomputable section
```

The parameters and the frequency are real numbers, and the impedances are complex. The arguments `Rs`, `R`, `C`, `s` and `w` carry the meanings given above, in any consistent set of units.

```lean
/-- Faradaic impedance at angular frequency `w > 0`: a charge-transfer resistance `R` in series
with a semi-infinite Warburg element of coefficient `s`. -/
def faradaic (R s w : ℝ) : ℂ := R + s * (1 - I) / (√w : ℝ)

/-- Randles impedance: a series resistance `Rs`, followed by a capacitance `C` in parallel with
the faradaic branch. Its domain is `w > 0` with nonzero faradaic impedance and nonzero total
admittance of the parallel part. -/
def randles (Rs R C s w : ℝ) : ℂ := Rs + 1 / (I * w * C + 1 / faradaic R s w)
```

The definition of `randles` is the circuit formula itself, with no approximation for low frequency. Lean's functions are defined for every real `w`, but the theorems below use only `w > 0`.

The function \(M\) is called `remainder`, and its argument is \(x = \sqrt w\), not \(w\).

```lean
/-- The factor multiplying `x = √w` in the low-frequency expansion of the Randles impedance.
Its domain is where the denominator is nonzero, which includes all `x, C, s ≥ 0`. -/
def remainder (R C s x : ℝ) : ℂ :=
  I * C * (2 * (s ^ 2 * C - R) * (s * (1 - I)) + R * (2 * s ^ 2 * C - R) * x) /
    (1 + I * C * x * (R * x + s * (1 - I)))
```

## The exact expansion

The first lemma states that \(D \neq 0\). Its proof writes \(D\) as a real part plus a real multiple of `I`, as in the derivation, and then compares real parts: if \(D\) were zero, \(1 + Cxs\) would be zero, although \(Cxs \ge 0\).

```lean
/-- For nonnegative `C`, `s` and `x` the denominator of the remainder does not vanish. -/
theorem denom_ne_zero (R : ℝ) {C s x : ℝ} (hC : 0 ≤ C) (hs : 0 ≤ s) (hx : 0 ≤ x) :
    (1 + I * C * x * (R * x + s * (1 - I)) : ℂ) ≠ 0 := by
  have e : (1 + I * C * x * (R * x + s * (1 - I)) : ℂ) =
      ((1 + C * x * s : ℝ) : ℂ) + ((C * x * (R * x + s) : ℝ) : ℂ) * I := by
    push_cast
    linear_combination (-(C * x * s : ℂ)) * I_sq
  intro h
  rw [e] at h
  -- the real part is at least one
  have h' := congrArg Complex.re h
  simp only [add_re, ofReal_re, re_ofReal_mul, I_re, mul_zero, add_zero, zero_re] at h'
  have := mul_nonneg (mul_nonneg hC hx) hs
  linarith
```

The next theorem is the identity for \(Z\) at every positive frequency. The condition `0 ≤ C` guarantees \(D \neq 0\) at all of these frequencies, whatever the sign of `R`.

The proof replaces `w` by `x ^ 2`. The statement `hN` is \(N \neq 0\), obtained from the imaginary part, and `hY` brings the parallel admittance to the form \(xD/N\). The derivation by hand found \(M\) by expanding \(1/D\), whereas Lean is given \(M\) and checks it. In `key`, the letters `p` and `q` stand for \(s(1-i)/x\) and \(M(x)\), described only by the products \(px\) and \(qD\). What remains is a polynomial identity, which `linear_combination` verifies with \(i^2 = -1\).

```lean
/-- Exact expansion at every frequency `w > 0`, for `C ≥ 0` and `s > 0`: a constant, the Warburg
term, and `√w` times the remainder. -/
theorem randles_expansion (Rs R : ℝ) {C s w : ℝ} (hC : 0 ≤ C) (hs : 0 < s) (hw : 0 < w) :
    randles Rs R C s w = Rs + R - 2 * s ^ 2 * C + s * (1 - I) / (√w : ℝ)
      + (√w : ℝ) * remainder R C s (√w) := by
  obtain ⟨x, hx, rfl⟩ : ∃ x : ℝ, 0 < x ∧ w = x ^ 2 :=
    ⟨√w, Real.sqrt_pos.2 hw, (Real.sq_sqrt hw.le).symm⟩
  have hx0 : (x : ℂ) ≠ 0 := ofReal_ne_zero.2 hx.ne'
  have hD := denom_ne_zero R hC hs.le hx.le
  have hN : (R * x + s * (1 - I) : ℂ) ≠ 0 := by
    have e : (R * x + s * (1 - I) : ℂ) = ((R * x + s : ℝ) : ℂ) + ((-s : ℝ) : ℂ) * I := by
      push_cast
      ring
    intro h
    rw [e] at h
    have h' := congrArg Complex.im h
    simp only [add_im, ofReal_im, im_ofReal_mul, I_im, mul_one, zero_add, zero_im] at h'
    linarith
  unfold randles faradaic remainder
  rw [Real.sqrt_sq hx.le, ofReal_pow]
  have hZ : (R : ℂ) + s * (1 - I) / x = (R * x + s * (1 - I)) / x := by
    rw [add_div, mul_div_cancel_right₀ _ hx0]
  -- the parallel admittance over a common denominator
  have hY : I * (x : ℂ) ^ 2 * C + x / (R * x + s * (1 - I)) =
      x * (1 + I * C * x * (R * x + s * (1 - I))) / (R * x + s * (1 - I)) := by
    rw [eq_div_iff hN, add_mul, div_mul_cancel₀ _ hN]
    ring
  rw [hZ, one_div_div, hY, one_div_div]
  -- polynomial identity behind the expansion
  have key : ∀ p q : ℂ, p * x = s * (1 - I) →
      q * (1 + I * C * x * (R * x + s * (1 - I))) =
        I * C * (2 * (s ^ 2 * C - R) * (s * (1 - I)) + R * (2 * s ^ 2 * C - R) * x) →
      (R * x + s * (1 - I) : ℂ) = (R - 2 * s ^ 2 * C + p + x * q) *
        (x * (1 + I * C * x * (R * x + s * (1 - I)))) := by
    intro p q h1 h2
    linear_combination (C * x * s ^ 2 * (2 - I) : ℂ) * I_sq
      - (1 + I * C * x * (R * x + s * (1 - I))) * h1 - (x : ℂ) ^ 2 * h2
  have e := (div_eq_iff (mul_ne_zero hx0 hD)).2
    (key _ _ (div_mul_cancel₀ _ hx0) (div_mul_cancel₀ _ hD))
  rw [e]
  ring
```

Separating real and imaginary parts shows the two Warburg terms with opposite signs.

```lean
/-- Real and imaginary parts of the Randles impedance for `C ≥ 0`, `s > 0`, `w > 0`: the Warburg
term `s * (1 - I) / √w` gives `s/√w` in the first and `-s/√w` in the second. -/
theorem randles_re_im (Rs R : ℝ) {C s w : ℝ} (hC : 0 ≤ C) (hs : 0 < s) (hw : 0 < w) :
    (randles Rs R C s w).re =
        Rs + R - 2 * s ^ 2 * C + s / √w + √w * (remainder R C s (√w)).re ∧
      (randles Rs R C s w).im = -(s / √w) + √w * (remainder R C s (√w)).im := by
  have h : randles Rs R C s w = ((Rs + R - 2 * s ^ 2 * C + s / √w : ℝ) : ℂ)
      + ((-(s / √w) : ℝ) : ℂ) * I + ((√w : ℝ) : ℂ) * remainder R C s (√w) := by
    rw [randles_expansion Rs R hC hs hw]
    push_cast
    ring
  rw [h]
  constructor
  · simp only [add_re, ofReal_re, re_ofReal_mul, I_re, mul_zero, add_zero]
  · simp only [add_im, ofReal_im, im_ofReal_mul, I_im, mul_one, zero_add]
```

## The limit at zero frequency

The notation `𝓝[>] 0` means that `w` approaches zero through positive values. Two auxiliary limits are needed: \(\sqrt w \to 0\), and \(M(\sqrt w) \to M(0)\). The second requires no sign conditions, because the denominator of \(M\) equals 1 at \(x = 0\).

```lean
theorem tendsto_sqrt_zero : Tendsto (fun w : ℝ => √w) (𝓝[>] 0) (𝓝 0) :=
  (Real.continuous_sqrt.tendsto' 0 0 Real.sqrt_zero).mono_left nhdsWithin_le_nhds

/-- The remainder has a finite limit as the frequency decreases to zero. -/
theorem tendsto_remainder (R C s : ℝ) :
    Tendsto (fun w : ℝ => remainder R C s (√w)) (𝓝[>] 0) (𝓝 (remainder R C s 0)) := by
  have h : ContinuousAt (fun x : ℝ => remainder R C s x) 0 := by
    unfold remainder
    exact ContinuousAt.div (Continuous.continuousAt (by fun_prop))
      (Continuous.continuousAt (by fun_prop)) (by simp)
  exact h.tendsto.comp tendsto_sqrt_zero
```

The intercept theorem says that, for `0 ≤ C`, `0 < s` and arbitrary real `Rs` and `R`, the sum of the real and imaginary parts of `randles Rs R C s w` tends to `Rs + R - 2 * s ^ 2 * C`. The physical case with all resistances positive is included. For \(C = 0\) the remainder vanishes, and the whole spectrum lies on the line.

The proof first establishes the limit of the constant plus \(\sqrt w(\operatorname{Re} M + \operatorname{Im} M)\). The step `congr'` then transfers it to \(\operatorname{Re} Z + \operatorname{Im} Z\), since the two expressions agree for every `w > 0` once the terms \(\pm s/\sqrt w\) have cancelled.

```lean
/-- **Intercept of the Warburg line.** For `C ≥ 0` and `s > 0`, the sum `Re Z + Im Z` of the
Randles impedance tends to `Rs + R - 2 s² C` as the frequency decreases to zero. -/
theorem warburg_intercept (Rs R : ℝ) {C s : ℝ} (hC : 0 ≤ C) (hs : 0 < s) :
    Tendsto (fun w => (randles Rs R C s w).re + (randles Rs R C s w).im) (𝓝[>] 0)
      (𝓝 (Rs + R - 2 * s ^ 2 * C)) := by
  have hr := tendsto_remainder R C s
  have h := (tendsto_sqrt_zero.mul (((continuous_re.tendsto _).comp hr).add
    ((continuous_im.tendsto _).comp hr))).const_add (Rs + R - 2 * s ^ 2 * C)
  rw [zero_mul, add_zero] at h
  refine h.congr' ?_
  filter_upwards [self_mem_nhdsWithin] with w hw
  obtain ⟨h1, h2⟩ := randles_re_im Rs R hC hs hw
  -- the two divergent Warburg terms cancel
  rw [h1, h2]
  simp only [Function.comp_apply]
  ring
```

## The line as an asymptote

A limit of \(X - Y\) determines an asymptote only if the curve goes to infinity. The next theorem supplies this: \(X\) and \(Y\) both tend to `atTop`, which is \(+\infty\). In the proof \(1/\sqrt w\) diverges, multiplication by \(s > 0\) preserves the divergence, and the other terms have finite limits.

```lean
/-- For `C ≥ 0` and `s > 0`, both `Re Z` and `-Im Z` grow without bound as the frequency
decreases to zero. -/
theorem warburg_divergence (Rs R : ℝ) {C s : ℝ} (hC : 0 ≤ C) (hs : 0 < s) :
    Tendsto (fun w => (randles Rs R C s w).re) (𝓝[>] 0) atTop ∧
      Tendsto (fun w => -(randles Rs R C s w).im) (𝓝[>] 0) atTop := by
  have hr := tendsto_remainder R C s
  have hq : Tendsto (fun w : ℝ => √w) (𝓝[>] 0) (𝓝[>] 0) := by
    refine tendsto_nhdsWithin_iff.2 ⟨tendsto_sqrt_zero, ?_⟩
    filter_upwards [self_mem_nhdsWithin] with w hw
    exact Real.sqrt_pos.2 hw
  have hinf := (tendsto_inv_nhdsGT_zero.comp hq).const_mul_atTop hs
  constructor
  · refine (hinf.atTop_add ((tendsto_sqrt_zero.mul
      ((continuous_re.tendsto _).comp hr)).const_add (Rs + R - 2 * s ^ 2 * C))).congr' ?_
    filter_upwards [self_mem_nhdsWithin] with w hw
    rw [(randles_re_im Rs R hC hs hw).1]
    simp only [Function.comp_apply]
    ring
  · refine (hinf.atTop_add (tendsto_sqrt_zero.mul
      ((continuous_im.tendsto _).comp hr)).neg).congr' ?_
    filter_upwards [self_mem_nhdsWithin] with w hw
    rw [(randles_re_im Rs R hC hs hw).2]
    simp only [Function.comp_apply]
    ring
```

The distance of \((X, Y)\) from the line \(X - Y = R_s + R - 2s^2C\) is \(|X - Y - (R_s + R - 2s^2C)|/\sqrt 2\). By the intercept theorem it tends to zero, so the curve approaches the line as it runs off to infinity.

The divergence fails if \(s = 0\) is admitted. Take \(R_s = 0\), \(R = 1\), \(C = 0\) and \(s = 0\). Then \(Z = 1\) at every frequency, and the Nyquist plot is a single point. The sum \(\operatorname{Re} Z + \operatorname{Im} Z\) still equals \(R_s + R - 2s^2C = 1\), but there is no Warburg line for it to describe.

## The slope of the approach to the intercept

The last theorem gives the leading deviation from the intercept, which matters when data taken at finite frequency are extrapolated in \(\sqrt w\). For \(C > 0\) the sum approaches its limit from below if \(R > s^2C\) and from above if \(R < s^2C\).

In the proof, `e` evaluates \(M(0)\) and finds equal real and imaginary parts, \(2Cs(s^2C - R)\), and `hv` adds them. For `w > 0` the quotient in the statement is exactly \(\operatorname{Re} M(\sqrt w) + \operatorname{Im} M(\sqrt w)\), so its limit follows from the continuity of \(M\) at zero.

```lean
/-- For `C ≥ 0` and `s > 0`, the deviation of `Re Z + Im Z` from `Rs + R - 2 s² C`, divided by
`√w`, tends to `4 s C (s² C - R)` as the frequency decreases to zero. -/
theorem intercept_correction (Rs R : ℝ) {C s : ℝ} (hC : 0 ≤ C) (hs : 0 < s) :
    Tendsto (fun w => ((randles Rs R C s w).re + (randles Rs R C s w).im
      - (Rs + R - 2 * s ^ 2 * C)) / √w) (𝓝[>] 0) (𝓝 (4 * s * C * (s ^ 2 * C - R))) := by
  have hr := tendsto_remainder R C s
  have e : remainder R C s 0 = ((2 * C * s * (s ^ 2 * C - R) : ℝ) : ℂ)
      + ((2 * C * s * (s ^ 2 * C - R) : ℝ) : ℂ) * I := by
    unfold remainder
    simp only [ofReal_zero, mul_zero, zero_mul, add_zero, div_one]
    push_cast
    linear_combination (-(2 * C * s * (s ^ 2 * C - R)) : ℂ) * I_sq
  have hv : (remainder R C s 0).re + (remainder R C s 0).im =
      4 * s * C * (s ^ 2 * C - R) := by
    rw [e]
    simp only [add_re, add_im, ofReal_re, ofReal_im, re_ofReal_mul, im_ofReal_mul, I_re, I_im,
      mul_zero, mul_one, add_zero, zero_add]
    ring
  rw [← hv]
  refine (((continuous_re.tendsto _).comp hr).add ((continuous_im.tendsto _).comp hr)).congr' ?_
  filter_upwards [self_mem_nhdsWithin] with w hw
  obtain ⟨h1, h2⟩ := randles_re_im Rs R hC hs hw
  rw [h1, h2, eq_div_iff (Real.sqrt_pos.2 hw).ne']
  simp only [Function.comp_apply]
  ring

end

end RandlesImpedance
```

```lean
#print axioms RandlesImpedance.warburg_intercept
#print axioms RandlesImpedance.warburg_divergence
#print axioms RandlesImpedance.intercept_correction
```

```
'RandlesImpedance.warburg_intercept' depends on axioms: [propext, Classical.choice, Quot.sound]
'RandlesImpedance.warburg_divergence' depends on axioms: [propext, Classical.choice, Quot.sound]
'RandlesImpedance.intercept_correction' depends on axioms: [propext, Classical.choice, Quot.sound]
```
